# Adding a spread-out electron to a sum of smooth site energies costs its eigenvalue term to within Kd/2

Take a large crystal, described by a semilocal density functional, and add one electron in an extended orbital. The cost can be read off in two ways: as a difference of total energies, or as the eigenvalue of the orbital that is filled. The two readings differ because the added electron changes the density that determines the eigenvalue. How large is the difference when the electron is spread thinly?

The question has a definite answer in a model where the energy is a finite sum of site energies, each depending smoothly on its own occupation, and where the other electrons stay frozen. If no site receives more than a fraction $d$ of the electron, and the curvature of the site energy is bounded by $K$, the difference is at most $Kd/2$.

## Sites, levels and the added electron

The sites are labelled by a finite type `ι`, and occupations are real-valued functions on it.

In Lean 4 with Mathlib:

```lean
import Mathlib

open Filter Topology

namespace DelocalizedAddition

noncomputable section

variable {ι : Type*} [Fintype ι]
```

Let $e(x)$ be the energy of a site with occupation $x$, the same function for every site. With occupations $n_i$ the total energy is
$$E(n)=\sum_i e(n_i).$$

```lean
/-- Total energy of a collection of sites with occupations `n i` and site energy `e`. -/
def totalEnergy (e : ℝ → ℝ) (n : ι → ℝ) : ℝ := ∑ i, e (n i)
```

If the occupations change by $p_i$, the first-order change of the energy is $\sum_i e'(n_i)\,p_i$. Here $e'(n_i)$ acts as the local potential on site $i$, and $p_i$ is the share of the orbital's density there. The sum is therefore what the functional contributes to the orbital's eigenvalue. A hopping energy is absent from the model; with frozen orbitals it would add the same amount to the energy change and to the eigenvalue.

```lean
/-- First-order energy change: the site levels `e'(n i)` weighted by the added
occupations `p i`. -/
def eigenvalueTerm (e : ℝ → ℝ) (n p : ι → ℝ) : ℝ := ∑ i, deriv e (n i) * p i
```

Two special cases will show how good the bound is. The first is a site energy of constant curvature, $\tfrac K2x^2$.

```lean
/-- Site energy with constant curvature `K`. -/
def quadraticSite (K x : ℝ) : ℝ := K / 2 * x ^ 2
```

The second is an electron shared equally by $M+1$ sites, so that $p_i=1/(M+1)$. Counting from $M=0$ includes the single site.

```lean
/-- One electron shared equally by `M + 1` sites. -/
def uniformAddition (M : ℕ) : Fin (M + 1) → ℝ := fun _ => 1 / ((M : ℝ) + 1)
```

## The error on one site

The quadratic energy is the yardstick for all others. Its derivative is $\frac{d}{dx}\tfrac K2x^2=Kx$, which the code obtains from the product rule for $x\cdot x$.

```lean
/-- The quadratic site energy has the level `K x` at occupation `x`. -/
theorem hasDerivAt_quadraticSite (K x : ℝ) :
    HasDerivAt (quadraticSite K) (K * x) x := by
  have h : HasDerivAt (fun y : ℝ => K / 2 * (y * y)) (K * x) x :=
    (((hasDerivAt_id' x).fun_mul (hasDerivAt_id' x)).const_mul (K / 2)).congr_deriv
      (by ring)
  have hq : quadraticSite K = fun y : ℝ => K / 2 * (y * y) := by
    funext y
    simp only [quadraticSite]
    ring
  rw [hq]
  exact h
```

Next comes a fact about convex curves. Let $g'$ be nondecreasing. For $p>0$ the mean value theorem gives a point $c$ between $n$ and $n+p$ with
$$g(n+p)-g(n)=g'(c)\,p\ \ge\ g'(n)\,p .$$
For $p<0$ the point $c$ lies below $n$, so $g'(c)\le g'(n)$, and multiplying by the negative $p$ gives the same inequality. For $p=0$ both sides vanish. The proof splits into these three cases; `exists_hasDerivAt_eq_slope` supplies $c$.

```lean
/-- An energy curve whose slope never decreases with occupation lies above each of
its tangents. -/
theorem tangent_le {g g' : ℝ → ℝ} (hg : ∀ x, HasDerivAt g (g' x) x)
    (hm : Monotone g') (n p : ℝ) : g n + g' n * p ≤ g (n + p) := by
  rcases lt_trichotomy p 0 with hp | hp | hp
  · have hlt : n + p < n := by linarith
    obtain ⟨c, hc, hs⟩ := exists_hasDerivAt_eq_slope g g' hlt
      (fun x _ => (hg x).continuousAt.continuousWithinAt) (fun x _ => hg x)
    rw [eq_div_iff (sub_pos.mpr hlt).ne'] at hs
    have h := hm hc.2.le
    nlinarith [mul_nonneg (sub_nonneg.mpr h) (neg_nonneg.mpr hp.le)]
  · simp [hp]
  · have hlt : n < n + p := by linarith
    obtain ⟨c, hc, hs⟩ := exists_hasDerivAt_eq_slope g g' hlt
      (fun x _ => (hg x).continuousAt.continuousWithinAt) (fun x _ => hg x)
    rw [eq_div_iff (sub_pos.mpr hlt).ne'] at hs
    have h := hm hc.1.le
    nlinarith [mul_nonneg (sub_nonneg.mpr h) hp.le]
```

Now suppose $|e''|\le K$. The curves $\tfrac K2x^2-e(x)$ and $\tfrac K2x^2+e(x)$ have second derivatives $K\mp e''\ge 0$, so their slopes are nondecreasing and both lie above their tangents. For the first curve this reads
$$\tfrac K2n^2-e(n)+\bigl(Kn-e'(n)\bigr)p\ \le\ \tfrac K2(n+p)^2-e(n+p).$$
Expanding the square and cancelling leaves $e(n+p)-e(n)-e'(n)p\le\tfrac K2p^2$. The second curve gives the lower bound $-\tfrac K2p^2$ in the same way. Together,
$$\bigl|e(n+p)-e(n)-e'(n)\,p\bigr|\le\tfrac K2\,p^2 .$$
In the code `ml` and `mu` are the two monotone slopes, and `h1` and `h2` the two tangent inequalities. The argument needs $e''$ to exist and be bounded, but not to be continuous.

```lean
/-- On one site, adding or removing the charge `p` costs the level times `p`, up to
an error of at most `K p² / 2`. -/
theorem site_error_le {e : ℝ → ℝ} {K : ℝ} (he : Differentiable ℝ e)
    (he' : Differentiable ℝ (deriv e)) (hK : ∀ x, |deriv (deriv e) x| ≤ K) (n p : ℝ) :
    |e (n + p) - e n - deriv e n * p| ≤ K / 2 * p ^ 2 := by
  -- the slopes of `K x² / 2 - e` and `K x² / 2 + e` are both nondecreasing
  have hl : ∀ x, HasDerivAt (fun y => K * y - deriv e y) (K - deriv (deriv e) x) x :=
    fun x => (((hasDerivAt_id' x).const_mul K).fun_sub (he' x).hasDerivAt).congr_deriv
      (by ring)
  have hu : ∀ x, HasDerivAt (fun y => K * y + deriv e y) (K + deriv (deriv e) x) x :=
    fun x => (((hasDerivAt_id' x).const_mul K).fun_add (he' x).hasDerivAt).congr_deriv
      (by ring)
  have ml : Monotone (fun y => K * y - deriv e y) :=
    monotone_of_deriv_nonneg (fun x => (hl x).differentiableAt) (fun x => by
      rw [(hl x).deriv]
      linarith [(abs_le.mp (hK x)).2])
  have mu : Monotone (fun y => K * y + deriv e y) :=
    monotone_of_deriv_nonneg (fun x => (hu x).differentiableAt) (fun x => by
      rw [(hu x).deriv]
      linarith [(abs_le.mp (hK x)).1])
  -- compare both with their tangents at `n`
  have h1 : quadraticSite K n - e n + (K * n - deriv e n) * p
      ≤ quadraticSite K (n + p) - e (n + p) :=
    tangent_le (g := fun y => quadraticSite K y - e y)
      (fun x => (hasDerivAt_quadraticSite K x).fun_sub (he x).hasDerivAt) ml n p
  have h2 : quadraticSite K n + e n + (K * n + deriv e n) * p
      ≤ quadraticSite K (n + p) + e (n + p) :=
    tangent_le (g := fun y => quadraticSite K y + e y)
      (fun x => (hasDerivAt_quadraticSite K x).fun_add (he x).hasDerivAt) mu n p
  simp only [quadraticSite] at h1 h2
  rw [abs_le]
  constructor <;> nlinarith
```

## From one site to the whole electron

The triangle inequality adds up the site errors:
$$\Bigl|E(n+p)-E(n)-\sum_i e'(n_i)p_i\Bigr|\le\frac K2\sum_i p_i^2 .$$
Nothing has yet been assumed about the sign or the sum of the $p_i$, so the estimate also holds for removing charge.

```lean
/-- For any change `p` of the occupations, the energy change differs from the
eigenvalue term by at most `K / 2` times the sum of the `p i ^ 2`. -/
theorem error_le_sum_sq {e : ℝ → ℝ} {K : ℝ} (he : Differentiable ℝ e)
    (he' : Differentiable ℝ (deriv e)) (hK : ∀ x, |deriv (deriv e) x| ≤ K)
    (n p : ι → ℝ) :
    |totalEnergy e (n + p) - totalEnergy e n - eigenvalueTerm e n p|
      ≤ K / 2 * ∑ i, p i ^ 2 := by
  simp only [totalEnergy, eigenvalueTerm, Pi.add_apply]
  rw [← Finset.sum_sub_distrib, ← Finset.sum_sub_distrib, Finset.mul_sum]
  exact (Finset.abs_sum_le_sum_abs _ _).trans
    (Finset.sum_le_sum fun i _ => site_error_le he he' hK (n i) (p i))
```

For one added electron, $0\le p_i\le d$ and $\sum_i p_i=1$. Then $p_i^2\le d\,p_i$ on each site, and summing gives
$$\sum_i p_i^2\le d\sum_i p_i=d .$$

```lean
/-- One electron with at most the fraction `d` on any site has a sum of squared
fractions of at most `d`. -/
theorem sum_sq_le {p : ι → ℝ} {d : ℝ} (h0 : ∀ i, 0 ≤ p i) (hd : ∀ i, p i ≤ d)
    (h1 : ∑ i, p i = 1) : ∑ i, p i ^ 2 ≤ d := by
  calc ∑ i, p i ^ 2 ≤ ∑ i, d * p i :=
        Finset.sum_le_sum fun i _ => by nlinarith [mul_nonneg (h0 i) (sub_nonneg.mpr (hd i))]
    _ = d := by rw [← Finset.mul_sum, h1, mul_one]
```

Combining the last two estimates, with $K\ge0$ because $K$ bounds an absolute value, gives
$$\Bigl|E(n+p)-E(n)-\sum_i e'(n_i)p_i\Bigr|\le\frac{Kd}{2}.$$

In the formal statement, `he` and `he'` say that $e$ is twice differentiable, and `hK` bounds its curvature. The hypotheses `h0`, `hd` and `h1` describe the electron: no negative share, no share above `d`, total charge one. The background `n` is arbitrary.

The constant $K$ is assumed, and stands for the strongest on-site response: how fast a site's level can move as charge is put on it. The bound is required at every real occupation, which is restrictive. Local exchange, proportional to $-x^{4/3}$, has unbounded curvature as $x\to0$ and would have to be smoothed there. A site energy with a kink at integer occupation, the kind of feature that produces a derivative discontinuity, is excluded as well. Interactions between sites and relaxation of the background are not in the model.

```lean
/-- Adding one electron with at most the fraction `d` on any site costs the eigenvalue
term, up to an error of at most `K d / 2`. -/
theorem delocalized_addition {e : ℝ → ℝ} {K d : ℝ} (he : Differentiable ℝ e)
    (he' : Differentiable ℝ (deriv e)) (hK : ∀ x, |deriv (deriv e) x| ≤ K)
    (n : ι → ℝ) {p : ι → ℝ} (h0 : ∀ i, 0 ≤ p i) (hd : ∀ i, p i ≤ d)
    (h1 : ∑ i, p i = 1) :
    |totalEnergy e (n + p) - totalEnergy e n - eigenvalueTerm e n p| ≤ K * d / 2 := by
  have hK0 : 0 ≤ K := (abs_nonneg _).trans (hK 0)
  have h := error_le_sum_sq he he' hK n p
  nlinarith [mul_le_mul_of_nonneg_left (sum_sq_le h0 hd h1) hK0]
```

## The gap from total energies

Add an electron with distribution $p$ to one copy of the system, and remove one with distribution $q$ from another. If $p$ belongs to the lowest empty orbital and $q$ to the highest filled one, and the orbitals stay frozen, the site energies contribute to the fundamental gap (ionization energy minus electron affinity) the amount
$$E(n+p)+E(n-q)-2E(n).$$
Removal is a change by $-q$. Its first-order term is $-\sum_i e'(n_i)q_i$, and its error is again at most $Kd/2$, since $(-q_i)^2=q_i^2$. Adding the two errors,
$$\Bigl|\bigl[E(n+p)+E(n-q)-2E(n)\bigr]-\sum_i e'(n_i)(p_i-q_i)\Bigr|\le Kd .$$
For frozen, uncoupled sites with smooth energies, a total-energy gap between delocalized states thus carries almost nothing beyond the eigenvalue difference. This is the model's version of a known weakness of semilocal functionals in solids, where total-energy differences do not repair a Kohn–Sham gap that is too small.

```lean
/-- The gap from total energies, for an electron added as `p` and one removed as `q`,
differs from the difference of their eigenvalue terms by at most `K d`. -/
theorem delocalized_gap {e : ℝ → ℝ} {K d : ℝ} (he : Differentiable ℝ e)
    (he' : Differentiable ℝ (deriv e)) (hK : ∀ x, |deriv (deriv e) x| ≤ K)
    (n : ι → ℝ) {p q : ι → ℝ} (hp0 : ∀ i, 0 ≤ p i) (hpd : ∀ i, p i ≤ d)
    (hp1 : ∑ i, p i = 1) (hq0 : ∀ i, 0 ≤ q i) (hqd : ∀ i, q i ≤ d)
    (hq1 : ∑ i, q i = 1) :
    |(totalEnergy e (n + p) + totalEnergy e (n - q) - 2 * totalEnergy e n)
      - (eigenvalueTerm e n p - eigenvalueTerm e n q)| ≤ K * d := by
  have hK0 : 0 ≤ K := (abs_nonneg _).trans (hK 0)
  have ha := abs_le.mp (delocalized_addition he he' hK n hp0 hpd hp1)
  -- removal is the addition of `-q`
  have hr := error_le_sum_sq he he' hK n (-q)
  have hneg : eigenvalueTerm e n (-q) = -eigenvalueTerm e n q := by
    simp only [eigenvalueTerm, Pi.neg_apply, mul_neg, Finset.sum_neg_distrib]
  have hsq : ∑ i, (-q) i ^ 2 = ∑ i, q i ^ 2 :=
    Finset.sum_congr rfl fun i _ => by rw [Pi.neg_apply, neg_sq]
  rw [hneg, hsq, ← sub_eq_add_neg] at hr
  have hb := abs_le.mp hr
  have hs := mul_le_mul_of_nonneg_left (sum_sq_le hq0 hqd hq1) hK0
  rw [abs_le]
  constructor <;> linarith [ha.1, ha.2, hb.1, hb.2]
```

## Equal sharing attains the bound

For the quadratic site energy, each site contributes exactly
$$\tfrac K2(n_i+p_i)^2-\tfrac K2n_i^2-Kn_ip_i=\tfrac K2p_i^2 .$$
With $p_i=1/(M+1)$ on $M+1$ sites the total is
$$(M+1)\cdot\frac K2\cdot\frac1{(M+1)^2}=\frac K2\cdot\frac1{M+1},$$
which is $Kd/2$ with $d=1/(M+1)$. For $K\ge0$ this energy satisfies the curvature bound, so the factor $\tfrac12$ in the estimate cannot be lowered. At $M=0$ the whole electron sits on one site and the error is $K/2$. The identity itself holds for either sign of $K$.

```lean
/-- For the quadratic site energy and one electron shared equally by `M + 1` sites, the
error is exactly `K d / 2` with `d = 1 / (M + 1)`. -/
theorem uniform_addition_sharp (K : ℝ) (M : ℕ) (n : Fin (M + 1) → ℝ) :
    totalEnergy (quadraticSite K) (n + uniformAddition M)
      - totalEnergy (quadraticSite K) n
      - eigenvalueTerm (quadraticSite K) n (uniformAddition M)
      = K * (1 / ((M : ℝ) + 1)) / 2 := by
  have hd : ∀ x, deriv (quadraticSite K) x = K * x :=
    fun x => (hasDerivAt_quadraticSite K x).deriv
  have hM : (M : ℝ) + 1 ≠ 0 := by positivity
  simp only [totalEnergy, eigenvalueTerm, hd, Pi.add_apply]
  rw [← Finset.sum_sub_distrib, ← Finset.sum_sub_distrib]
  -- every site contributes the same amount
  have hi : ∀ i ∈ (Finset.univ : Finset (Fin (M + 1))),
      quadraticSite K (n i + uniformAddition M i) - quadraticSite K (n i)
        - K * n i * uniformAddition M i = K / 2 * (1 / ((M : ℝ) + 1)) ^ 2 := by
    intro i _
    simp only [quadraticSite, uniformAddition]
    ring
  rw [Finset.sum_congr rfl hi, Finset.sum_const, Finset.card_univ, Fintype.card_fin,
    nsmul_eq_mul, Nat.cast_add, Nat.cast_one]
  field_simp
```

## The limit of many sites

Keep $e$ and $K$ fixed and share the electron among more and more sites. The main estimate bounds the error by
$$\frac K2\cdot\frac1{M+1}\longrightarrow0 .$$
The background may be chosen afresh for each $M$, which is why `n` takes `M` as an argument. Only the difference between the energy change and the eigenvalue term is shown to converge; either of them may keep varying with the background. The proof checks that `uniformAddition` satisfies the three conditions on the electron and then squeezes the error between zero and the bound.

```lean
/-- When one electron is shared equally by more and more sites, with any background
occupations, the energy change minus the eigenvalue term tends to zero. -/
theorem uniform_addition_limit {e : ℝ → ℝ} {K : ℝ} (he : Differentiable ℝ e)
    (he' : Differentiable ℝ (deriv e)) (hK : ∀ x, |deriv (deriv e) x| ≤ K)
    (n : (M : ℕ) → Fin (M + 1) → ℝ) :
    Tendsto (fun M : ℕ => totalEnergy e (n M + uniformAddition M) - totalEnergy e (n M)
      - eigenvalueTerm e (n M) (uniformAddition M)) atTop (𝓝 0) := by
  have hlim : Tendsto (fun M : ℕ => K * (1 / ((M : ℝ) + 1)) / 2) atTop (𝓝 0) := by
    have h := ((tendsto_one_div_add_atTop_nhds_zero_nat (𝕜 := ℝ)).const_mul K).div_const 2
    rwa [mul_zero, zero_div] at h
  refine squeeze_zero_norm (fun M => ?_) hlim
  rw [Real.norm_eq_abs]
  have hM : (M : ℝ) + 1 ≠ 0 := by positivity
  refine delocalized_addition he he' hK (n M) (fun i => ?_) (fun i => le_refl _) ?_
  · simp only [uniformAddition]
    positivity
  · simp only [uniformAddition]
    rw [Finset.sum_const, Finset.card_univ, Fintype.card_fin, nsmul_eq_mul,
      Nat.cast_add, Nat.cast_one, mul_one_div_cancel hM]

end

end DelocalizedAddition
```

```lean
#print axioms DelocalizedAddition.delocalized_addition
-- 'DelocalizedAddition.delocalized_addition' depends on axioms: [propext, Classical.choice, Quot.sound]
#print axioms DelocalizedAddition.delocalized_gap
-- 'DelocalizedAddition.delocalized_gap' depends on axioms: [propext, Classical.choice, Quot.sound]
#print axioms DelocalizedAddition.uniform_addition_sharp
-- 'DelocalizedAddition.uniform_addition_sharp' depends on axioms: [propext, Classical.choice, Quot.sound]
#print axioms DelocalizedAddition.uniform_addition_limit
-- 'DelocalizedAddition.uniform_addition_limit' depends on axioms: [propext, Classical.choice, Quot.sound]
```

## Comparing the two numbers in a calculation

In a ΔSCF calculation one converges the $N$- and $(N+1)$-electron systems and subtracts the total energies. The result can then be compared with the lowest empty eigenvalue of the $N$-electron system. In the model, the discrepancy for a state shared equally by $L$ sites is at most $K/(2L)$, while for a state confined to one site it can be as large as $K/2$. With $K=10$ eV and $d=0.01$, for example, the bound is $0.05$ eV. A real supercell calculation also includes orbital relaxation and long-range electrostatics, and a charged periodic cell needs a compensating background with a finite-size error of its own.

In a lattice code with NumPy arrays `n` and `p`, and functions `e` and `de` for the site energy and its derivative, the error is `np.sum(e(n + p) - e(n) - de(n) * p)`. It can be compared with `K / 2 * np.sum(p**2)`, which is never weaker than $Kd/2$. Taking the differences site by site before summing avoids subtracting two large total energies to find a small remainder.
